# The retarded potential of an atom far from a perfect mirror

The atom is represented by a single real function $a(u)$, its isotropic polarizability at imaginary frequency $iu$, and the mirror by perfect reflection at every frequency. The atom is in its ground state and the electromagnetic field is at zero temperature. The interaction potential at distance $z$ is then taken as a definition rather than derived from quantum electrodynamics:

$$U(z)=-\frac{h}{4\pi z^3}\int_0^\infty a(u)\,K(uz/c)\,du,\qquad K(x)=e^{-2x}(1+2x+2x^2).$$

Here $h$ stands for the reduced Planck constant, $c$ is the speed of light, and $a$ has the dimension of volume (Gaussian units). If $a$ is continuous and bounded on $u\ge 0$ and $c>0$, then $z^4U(z)\to-3hc\,a(0)/(8\pi)$ as $z\to\infty$.

```lean
import Mathlib

open MeasureTheory Set Filter Topology

namespace AtomMirror

noncomputable section
```

The factor $K$ describes retardation. Its argument compares $z$ with the length $c/u$.

```lean
/-- The retardation factor `exp(-2x) (1 + 2x + 2x²)`, where `x = u z / c` compares the
atom-mirror distance `z` with the length `c / u`. -/
def retardation (x : ℝ) : ℝ := Real.exp (-(2 * x)) * (1 + 2 * x + 2 * x ^ 2)
```

In `potential`, all quantities are real numbers, and `Ioi 0` is the open half-line $u>0$.

```lean
/-- The zero-temperature potential of a ground-state atom at distance `z` from a perfect mirror; `a
u` is the polarizability at imaginary frequency `u`, `h` the reduced Planck constant and `c` the
speed of light. -/
def potential (a : ℝ → ℝ) (h c z : ℝ) : ℝ :=
  -(h / (4 * Real.pi * z ^ 3)) * ∫ u in Ioi (0 : ℝ), a u * retardation (u * z / c)
```

A concrete example is an atom with one transition frequency $\omega$ and static polarizability $\alpha_0$, for which $a(u)=\alpha_0/(1+(u/\omega)^2)$.

```lean
/-- The polarizability at imaginary frequency `u` of an atom with a single transition
frequency `ω` and static polarizability `α₀`. -/
def oscillator (α₀ ω u : ℝ) : ℝ := α₀ / (1 + (u / ω) ^ 2)
```

## The retardation factor and its integral

$K$ is a product of an exponential and a polynomial, hence continuous.

```lean
theorem continuous_retardation : Continuous retardation := by
  unfold retardation
  fun_prop
```

For $x\ge0$ every factor of $K$ is nonnegative. The exponential series gives $e^{2x}\ge 1+2x+(2x)^2/2=1+2x+2x^2$, and dividing by $e^{2x}$ gives $K(x)\le1$.

```lean
/-- For `x ≥ 0` the retardation factor lies between 0 and 1. -/
theorem retardation_bounds {x : ℝ} (hx : 0 ≤ x) : 0 ≤ retardation x ∧ retardation x ≤ 1 := by
  unfold retardation
  refine ⟨by positivity, ?_⟩
  rw [Real.exp_neg, inv_mul_le_iff₀ (Real.exp_pos _), mul_one]
  have := Real.quadratic_le_exp_of_nonneg (show 0 ≤ 2 * x by linarith)
  nlinarith
```

Let $F(x)=-e^{-2x}(x^2+2x+\tfrac32)$. Then

$$F'(x)=e^{-2x}\left[2x^2+4x+3-(2x+2)\right]=K(x).$$

Since $F(x)\to0$ at infinity and $F(0)=-\tfrac32$, the integral of $K$ over $x>0$ is $\tfrac32$. In the proof, `hd` is the derivative and `hl` the limit; because $K\ge0$, they also yield integrability.

```lean
/-- The retardation factor is integrable over `x > 0`, and its integral is `3/2`. -/
theorem retardation_integral :
    IntegrableOn retardation (Ioi 0) ∧ ∫ x in Ioi (0 : ℝ), retardation x = 3 / 2 := by
  -- an explicit antiderivative
  have hd : ∀ x ∈ Ici (0 : ℝ), HasDerivAt
      (fun y : ℝ => -(Real.exp (-(2 * y)) * (y ^ 2 + 2 * y + 3 / 2))) (retardation x) x := by
    intro x _
    have h1 : HasDerivAt (fun y : ℝ => Real.exp (-(2 * y)))
        (Real.exp (-(2 * x)) * (-(2 * 1))) x :=
      (((hasDerivAt_id' x).const_mul 2).fun_neg).exp
    have h2 : HasDerivAt (fun y : ℝ => y ^ 2 + 2 * y + 3 / 2) (2 * x + 2) x := by
      have := (((hasDerivAt_id' x).fun_pow 2).fun_add
        ((hasDerivAt_id' x).const_mul 2)).add_const (3 / 2 : ℝ)
      exact this.congr_deriv (by norm_num)
    exact ((h1.fun_mul h2).fun_neg).congr_deriv (by unfold retardation; ring)
  -- it vanishes at infinity
  have hl : Tendsto (fun y : ℝ => -(Real.exp (-(2 * y)) * (y ^ 2 + 2 * y + 3 / 2)))
      atTop (𝓝 0) := by
    have h2 : Tendsto (fun y : ℝ => 2 * y) atTop atTop :=
      tendsto_id.const_mul_atTop (by norm_num)
    have e := fun n : ℕ => (Real.tendsto_pow_mul_exp_neg_atTop_nhds_zero n).comp h2
    have t := ((((e 2).const_mul (1 / 4)).add (e 1)).add ((e 0).const_mul (3 / 2))).neg
    simp only [mul_zero, add_zero, neg_zero] at t
    refine t.congr fun x => ?_
    simp only [Function.comp_apply]
    ring
  have hp : ∀ x ∈ Ioi (0 : ℝ), 0 ≤ retardation x :=
    fun x hx => (retardation_bounds (mem_Ioi.1 hx).le).1
  refine ⟨integrableOn_Ioi_deriv_of_nonneg' hd hp hl, ?_⟩
  rw [integral_Ioi_of_hasDerivAt_of_nonneg' hd hp hl]
  norm_num
```

## Frequency in units of $c/z$

If $a$ is continuous with $|a|\le M$ on $u\ge0$, and $s\ge0$, then $a(sx)K(x)$ is continuous on $x>0$ and its absolute value is at most the integrable function $M K(x)$, so it is integrable. Under these hypotheses, the integrals in the large-distance limit and in the bound at every distance are therefore genuine ones, not the value zero that Lean assigns to a non-integrable function.

```lean
/-- For a continuous bounded polarizability the rescaled frequency integrand is integrable. -/
theorem integrable_response {a : ℝ → ℝ} {M s : ℝ} (ha : ContinuousOn a (Ici 0))
    (hM : ∀ u, 0 ≤ u → |a u| ≤ M) (hs : 0 ≤ s) :
    IntegrableOn (fun x => a (s * x) * retardation x) (Ioi 0) := by
  refine Integrable.mono' (Integrable.const_mul retardation_integral.1 M) ?_ ?_
  · have h1 : ContinuousOn (fun x : ℝ => s * x) (Ioi 0) := by fun_prop
    have h2 : ContinuousOn (fun x : ℝ => a (s * x)) (Ioi 0) :=
      ha.comp h1 (fun x hx => mul_nonneg hs (mem_Ioi.1 hx).le)
    exact (h2.mul continuous_retardation.continuousOn).aestronglyMeasurable measurableSet_Ioi
  · filter_upwards [ae_restrict_mem measurableSet_Ioi] with x hx
    have hx' : 0 ≤ x := (mem_Ioi.1 hx).le
    rw [Real.norm_eq_abs, abs_mul, abs_of_nonneg (retardation_bounds hx').1]
    exact mul_le_mul_of_nonneg_right (hM _ (mul_nonneg hs hx')) (retardation_bounds hx').1
```

For $z>0$, substitute $u=cx/z$, so that $du=(c/z)\,dx$ and $uz/c=x$:

$$z^4U(z)=-\frac{hz}{4\pi}\,\frac cz\int_0^\infty a(cx/z)K(x)\,dx=-\frac{hc}{4\pi}\int_0^\infty a(cx/z)K(x)\,dx.$$

The change of variables is `key`; `field_simp` then cancels the powers of $z$.

```lean
/-- Measuring frequency in units of `c / z` turns `z⁴ U(z)` into an integral in which the
distance enters only through the argument of the polarizability. -/
theorem potential_scaling (a : ℝ → ℝ) (h : ℝ) {c z : ℝ} (hc : 0 < c) (hz : 0 < z) :
    z ^ 4 * potential a h c z =
      -(h * c / (4 * Real.pi)) * ∫ x in Ioi (0 : ℝ), a (c / z * x) * retardation x := by
  have key := integral_comp_mul_left_Ioi
    (fun u => a u * retardation (u * z / c)) 0 (div_pos hc hz)
  have e : ∀ x : ℝ, c / z * x * z / c = x := by
    intro x
    field_simp
  simp only [e, mul_zero, smul_eq_mul] at key
  rw [potential, key]
  generalize (∫ u in Ioi (0 : ℝ), a u * retardation (u * z / c)) = I
  field_simp
```

## The large-distance limit

At fixed $x>0$, the frequency $cx/z$ tends to $0$ from above, so continuity gives $a(cx/z)\to a(0)$. The bound $MK(x)$ does not depend on $z$, so dominated convergence gives

$$z^4U(z)\to-\frac{hc}{4\pi}\,a(0)\cdot\frac32=-\frac{3hc\,a(0)}{8\pi}.$$

In Lean, `ContinuousOn a (Ici 0)` requires continuity on $u\ge0$ only, one-sided at zero, and `atTop` means $z\to\infty$. The limit `lim` is the dominated-convergence step, and `potential_scaling` carries it back to the potential.

```lean
/-- The retarded atom-mirror law: for a polarizability continuous and bounded on `u ≥ 0`, `z⁴ U(z)`
tends to `-3 h c a(0) / (8π)` at large distance, with `a(0)` the static polarizability. -/
theorem retarded_law {a : ℝ → ℝ} {M c : ℝ} (h : ℝ) (ha : ContinuousOn a (Ici 0))
    (hM : ∀ u, 0 ≤ u → |a u| ≤ M) (hc : 0 < c) :
    Tendsto (fun z => z ^ 4 * potential a h c z) atTop
      (𝓝 (-(3 * h * c * a 0 / (8 * Real.pi)))) := by
  have lim : Tendsto (fun z : ℝ => ∫ x in Ioi (0 : ℝ), a (c / z * x) * retardation x) atTop
      (𝓝 (∫ x in Ioi (0 : ℝ), a 0 * retardation x)) := by
    refine tendsto_integral_filter_of_dominated_convergence (fun x => M * retardation x)
      ?_ ?_ (Integrable.const_mul retardation_integral.1 M) ?_
    · filter_upwards [eventually_gt_atTop 0] with z hz
      exact Integrable.aestronglyMeasurable (integrable_response ha hM (div_pos hc hz).le)
    · filter_upwards [eventually_gt_atTop 0] with z hz
      filter_upwards [ae_restrict_mem measurableSet_Ioi] with x hx
      have hx' : 0 ≤ x := (mem_Ioi.1 hx).le
      rw [Real.norm_eq_abs, abs_mul, abs_of_nonneg (retardation_bounds hx').1]
      exact mul_le_mul_of_nonneg_right (hM _ (mul_nonneg (div_pos hc hz).le hx'))
        (retardation_bounds hx').1
    · -- at fixed `x` the probed frequency `c x / z` goes to zero
      filter_upwards [ae_restrict_mem measurableSet_Ioi] with x hx
      refine Tendsto.mul_const _ ?_
      have h0 : Tendsto (fun z : ℝ => c / z) atTop (𝓝 0) :=
        tendsto_const_nhds.div_atTop tendsto_id
      have h1 := h0.mul_const x
      rw [zero_mul] at h1
      have h2 : Tendsto (fun z : ℝ => c / z * x) atTop (𝓝[Ici 0] 0) := by
        refine tendsto_nhdsWithin_iff.2 ⟨h1, ?_⟩
        filter_upwards [eventually_gt_atTop 0] with z hz
        exact mul_nonneg (div_pos hc hz).le (mem_Ioi.1 hx).le
      exact (ha 0 (mem_Ici.2 le_rfl)).tendsto.comp h2
  rw [integral_const_mul, retardation_integral.2] at lim
  have t := lim.const_mul (-(h * c / (4 * Real.pi)))
  have e : -(h * c / (4 * Real.pi)) * (a 0 * (3 / 2)) = -(3 * h * c * a 0 / (8 * Real.pi)) := by
    ring
  rw [e] at t
  refine t.congr' ?_
  filter_upwards [eventually_gt_atTop 0] with z hz
  exact (potential_scaling a h hc hz).symm
```

## A bound at every distance

Suppose also that $0\le a\le A$ and $h\ge0$. Then $0\le\int_0^\infty a(cx/z)K(x)\,dx\le\tfrac32A$. Multiplying by $-hc/(4\pi)$ reverses the inequalities, and dividing by $z^4$ gives

$$-\frac{3hcA}{8\pi z^4}\le U(z)\le0.$$

The two integral estimates are `hI` and `hI0`.

```lean
/-- If the polarizability is continuous and lies between 0 and `A` on `u ≥ 0`, and `h ≥ 0`, `c > 0`,
then at every distance `z > 0` the potential lies between `-3 h c A / (8π z⁴)` and 0. -/
theorem potential_bounds {a : ℝ → ℝ} {A h c z : ℝ} (ha : ContinuousOn a (Ici 0))
    (h0 : ∀ u, 0 ≤ u → 0 ≤ a u) (hA : ∀ u, 0 ≤ u → a u ≤ A)
    (hh : 0 ≤ h) (hc : 0 < c) (hz : 0 < z) :
    -(3 * h * c * A / (8 * Real.pi * z ^ 4)) ≤ potential a h c z ∧ potential a h c z ≤ 0 := by
  have hs : 0 ≤ c / z := (div_pos hc hz).le
  have hI := setIntegral_mono_on
    (integrable_response ha (fun u hu => (abs_of_nonneg (h0 u hu)).trans_le (hA u hu)) hs)
    (Integrable.const_mul retardation_integral.1 A) measurableSet_Ioi
    (fun x hx => mul_le_mul_of_nonneg_right (hA _ (mul_nonneg hs (mem_Ioi.1 hx).le))
      (retardation_bounds (mem_Ioi.1 hx).le).1)
  rw [integral_const_mul, retardation_integral.2] at hI
  have hI0 : 0 ≤ ∫ x in Ioi (0 : ℝ), a (c / z * x) * retardation x :=
    setIntegral_nonneg measurableSet_Ioi fun x hx =>
      mul_nonneg (h0 _ (mul_nonneg hs (mem_Ioi.1 hx).le)) (retardation_bounds (mem_Ioi.1 hx).le).1
  have hz4 : 0 < z ^ 4 := by positivity
  have k : 0 ≤ h * c / (4 * Real.pi) := by positivity
  have hU := eq_div_of_mul_eq hz4.ne' ((mul_comm _ _).trans (potential_scaling a h hc hz))
  have e : -(3 * h * c * A / (8 * Real.pi * z ^ 4)) =
      -(h * c / (4 * Real.pi)) * (A * (3 / 2)) / z ^ 4 := by ring
  rw [hU, e]
  exact ⟨div_le_div_of_nonneg_right (by linarith [mul_le_mul_of_nonneg_left hI k]) hz4.le,
    div_nonpos_of_nonpos_of_nonneg (by linarith [mul_nonneg k hI0]) hz4.le⟩
```

## The short-distance limit

Now assume that $a$ is integrable over $u>0$; continuity and boundedness are not needed. As $z\to0^+$, $K(uz/c)\to K(0)=1$, while $|a(u)K(uz/c)|\le|a(u)|$. Dominated convergence gives

$$z^3U(z)\to-\frac{h}{4\pi}\int_0^\infty a(u)\,du.$$

This is a limit of the model. A real metal does not reflect perfectly at the atomic frequencies that contribute to this integral, so the ideal mirror is already an approximation at separations much larger than the atom. At separations comparable to the atom's size, the point atom fails as well.

```lean
/-- The short-distance law: for an integrable polarizability, `z³ U(z)` tends to
`-(h / 4π) ∫ a(u) du` as the atom approaches the mirror. -/
theorem short_distance_law {a : ℝ → ℝ} {c : ℝ} (h : ℝ) (ha : IntegrableOn a (Ioi 0))
    (hc : 0 < c) :
    Tendsto (fun z => z ^ 3 * potential a h c z) (𝓝[>] 0)
      (𝓝 (-(h / (4 * Real.pi)) * ∫ u in Ioi (0 : ℝ), a u)) := by
  have lim : Tendsto (fun z : ℝ => ∫ u in Ioi (0 : ℝ), a u * retardation (u * z / c)) (𝓝[>] 0)
      (𝓝 (∫ u in Ioi (0 : ℝ), a u)) := by
    refine tendsto_integral_filter_of_dominated_convergence (fun u => ‖a u‖)
      ?_ ?_ (Integrable.norm ha) ?_
    · refine Eventually.of_forall fun z => ?_
      have hk : Continuous fun u : ℝ => retardation (u * z / c) :=
        continuous_retardation.comp (by fun_prop)
      exact (Integrable.aestronglyMeasurable ha).mul hk.aestronglyMeasurable
    · filter_upwards [self_mem_nhdsWithin] with z hz
      filter_upwards [ae_restrict_mem measurableSet_Ioi] with u hu
      have hx : 0 ≤ u * z / c :=
        div_nonneg (mul_nonneg (mem_Ioi.1 hu).le (mem_Ioi.1 hz).le) hc.le
      rw [norm_mul, Real.norm_eq_abs (retardation _), abs_of_nonneg (retardation_bounds hx).1]
      exact mul_le_of_le_one_right (norm_nonneg _) (retardation_bounds hx).2
    · -- retardation disappears at contact
      refine Eventually.of_forall fun u => ?_
      have hk : Continuous fun z : ℝ => a u * retardation (u * z / c) :=
        continuous_const.mul (continuous_retardation.comp (by fun_prop))
      have t : Tendsto (fun z : ℝ => a u * retardation (u * z / c)) (𝓝[>] 0)
          (𝓝 (a u * retardation (u * 0 / c))) := (hk.tendsto 0).mono_left nhdsWithin_le_nhds
      have e : a u * retardation (u * 0 / c) = a u := by simp [retardation]
      rwa [e] at t
  refine (lim.const_mul (-(h / (4 * Real.pi)))).congr' ?_
  filter_upwards [self_mem_nhdsWithin] with z hz
  have hz' : z ≠ 0 := (mem_Ioi.1 hz).ne'
  rw [potential]
  generalize (∫ u in Ioi (0 : ℝ), a u * retardation (u * z / c)) = I
  field_simp
```

## Both limits for a single oscillator

For $\omega>0$, the oscillator polarizability is continuous, bounded by $|\alpha_0|$, and equal to $\alpha_0$ at $u=0$, so the large-distance limit is $-3hc\alpha_0/(8\pi)$. It is also integrable, and with $u=\omega x$

$$\int_0^\infty\frac{\alpha_0\,du}{1+(u/\omega)^2}=\alpha_0\omega\int_0^\infty\frac{dx}{1+x^2}=\frac{\pi\omega\alpha_0}{2},$$

so $z^3U(z)\to-h\omega\alpha_0/8$. The arctangent integral enters as `k`.

In this model the potential follows the $z^{-3}$ law at distances much shorter than $c/\omega$ and the $z^{-4}$ law at distances much longer than $c/\omega$. A dispersion model without retardation, applied to the same atom and ideal mirror, should be compared with the $z^{-3}$ law, at distances where any short-range damping in it is negligible.

```lean
/-- For a single-oscillator atom, `z⁴ U(z)` tends to `-3 h c α₀ / (8π)` far from the mirror and
`z³ U(z)` tends to `-h ω α₀ / 8` close to it. -/
theorem oscillator_laws (α₀ h : ℝ) {ω c : ℝ} (hω : 0 < ω) (hc : 0 < c) :
    Tendsto (fun z => z ^ 4 * potential (oscillator α₀ ω) h c z) atTop
        (𝓝 (-(3 * h * c * α₀ / (8 * Real.pi)))) ∧
      Tendsto (fun z => z ^ 3 * potential (oscillator α₀ ω) h c z) (𝓝[>] 0)
        (𝓝 (-(h * ω * α₀ / 8))) := by
  constructor
  · have hcont : Continuous (oscillator α₀ ω) := by
      unfold oscillator
      exact continuous_const.div (by fun_prop) (fun u => by positivity)
    have hb : ∀ u, 0 ≤ u → |oscillator α₀ ω u| ≤ |α₀| := by
      intro u _
      have hp : 0 < 1 + (u / ω) ^ 2 := by positivity
      rw [oscillator, abs_div, abs_of_pos hp]
      exact div_le_self (abs_nonneg _) (by linarith [sq_nonneg (u / ω)])
    have t := retarded_law h hcont.continuousOn hb hc
    have e : oscillator α₀ ω 0 = α₀ := by simp [oscillator]
    rwa [e] at t
  · have e : ∀ u, oscillator α₀ ω u = α₀ * (1 + (ω⁻¹ * u) ^ 2)⁻¹ := by
      intro u
      rw [oscillator, div_eq_inv_mul u ω, div_eq_mul_inv]
    have hi : Integrable (oscillator α₀ ω) :=
      ((integrable_inv_one_add_sq.comp_mul_left' (inv_ne_zero hω.ne')).const_mul α₀).congr
        (Eventually.of_forall fun u => (e u).symm)
    -- the frequency integral is a rescaled arctangent integral
    have k := integral_comp_mul_left_Ioi (fun x : ℝ => (1 + x ^ 2)⁻¹) 0 (inv_pos.2 hω)
    simp only [mul_zero, integral_Ioi_inv_one_add_sq, Real.arctan_zero, sub_zero, inv_inv,
      smul_eq_mul] at k
    have t := short_distance_law h hi.integrableOn hc
    have v : -(h / (4 * Real.pi)) * ∫ u in Ioi (0 : ℝ), oscillator α₀ ω u
        = -(h * ω * α₀ / 8) := by
      simp only [e, integral_const_mul, k]
      have hpi := Real.pi_ne_zero
      field_simp
      ring
    rwa [v] at t

end

end AtomMirror
```

```lean
#print axioms AtomMirror.retarded_law
-- 'AtomMirror.retarded_law' depends on axioms: [propext, Classical.choice, Quot.sound]
#print axioms AtomMirror.potential_bounds
-- 'AtomMirror.potential_bounds' depends on axioms: [propext, Classical.choice, Quot.sound]
#print axioms AtomMirror.oscillator_laws
-- 'AtomMirror.oscillator_laws' depends on axioms: [propext, Classical.choice, Quot.sound]
```
